# The London-Hückel shielding of an open chain is zero

## The chain, its energy and its shielding

Number the sites of an open chain from 0 to N − 1. Site j has a real energy e_j. The bond from j to j + 1 has a real hopping t_j and a real phase a_j, which represents the effect of the vector potential on the hopping. With I for the imaginary unit, the Hamiltonian H(a) has the entries

H(a)[j, j] = e_j
H(a)[j, j+1] = t_j exp(I a_j)
H(a)[j+1, j] = t_j exp(−I a_j)

and zeros elsewhere. The electrons don't interact, and they hop only between neighbours. In Lean, H(a) is `chain N e t a` and the phase-free H(0) is `chain N e t 0`. The parameters are infinite sequences, of which only the terms belonging to the chain enter.

```lean
import Mathlib

open Matrix

namespace OpenChainShielding

noncomputable section

/-- The Hückel Hamiltonian of an open chain of `N` sites with site energies `e j`, and with
hopping `t j` and London phase `a j` on the bond from site `j` to site `j + 1`. -/
def chain (N : ℕ) (e t a : ℕ → ℝ) : Matrix (Fin N) (Fin N) ℂ :=
  Matrix.of fun i j =>
    if i.val = j.val then (e i.val : ℂ)
    else if j.val = i.val + 1 then (t i.val : ℂ) * Complex.exp ((a i.val : ℂ) * Complex.I)
    else if i.val = j.val + 1 then (t j.val : ℂ) * Complex.exp (-((a j.val : ℂ) * Complex.I))
    else 0
```

The phases collected from the left end give each site a factor

s_j = exp(I (a_0 + … + a_{j−1})), with s_0 = 1.

```lean
/-- The phase factor collected on the way from the left end of the chain to site `j`. -/
def sitePhase (a : ℕ → ℝ) (j : ℕ) : ℂ :=
  Complex.exp (((∑ k ∈ Finset.range j, a k : ℝ) : ℂ) * Complex.I)
```

These factors form the diagonal matrix U = diag(s_0, …, s_{N−1}).

```lean
/-- The gauge transformation that multiplies the amplitude on each site by its collected phase
factor. -/
def gauge (N : ℕ) (a : ℕ → ℝ) : Matrix (Fin N) (Fin N) ℂ :=
  Matrix.diagonal fun j => sitePhase a j.val
```

The pi energy is twice the sum of the n lowest roots of the characteristic polynomial, counted with multiplicity. The physical reading needs n ≤ N. The code takes real parts of the roots, which changes nothing for a Hermitian matrix.

```lean
/-- The pi energy with the `n` lowest levels doubly occupied, for a Hermitian Hamiltonian on `N`
sites and `n ≤ N`; levels are counted with multiplicity. -/
def piEnergy {N : ℕ} (n : ℕ) (H : Matrix (Fin N) (Fin N) ℂ) : ℝ :=
  2 * (((H.charpoly.roots.map Complex.re).sort (· ≤ ·)).take n).sum
```

For an energy W(B, m) in an external field B and with a nuclear moment m, both single real components, the shielding is the mixed second derivative at zero, taken first in m and then in B. `HasShielding W σ` says that both derivatives exist and that the second equals σ, so an undefined derivative can't pass for zero.

```lean
/-- The energy `W B m` in an external field `B` and with a nuclear moment `m` has shielding `σ`:
its derivative in `m` at `m = 0` exists for every `B`, and has derivative `σ` in `B` at `B = 0`. -/
def HasShielding (W : ℝ → ℝ → ℝ) (σ : ℝ) : Prop :=
  ∃ g : ℝ → ℝ, (∀ B, HasDerivAt (fun m => W B m) (g B) 0) ∧ HasDerivAt g σ 0
```

## (a) Hermiticity

Show that for all real phases

H(a)† = H(a).

**Solution.** The diagonal is real. For j = i + 1,

conj(H(a)[j, i]) = conj(t_i exp(−I a_i)) = t_i exp(I a_i) = H(a)[i, j].

The case i = j + 1 is the mirror image, and all other entries are zero. The `by_cases` steps separate these four cases, and `Complex.exp_conj` conjugates the exponentials.

```lean
/-- The Hamiltonian of the open chain is Hermitian for all real bond phases. -/
theorem chain_isHermitian (N : ℕ) (e t a : ℕ → ℝ) : (chain N e t a).IsHermitian := by
  refine Matrix.IsHermitian.ext fun i j => ?_
  by_cases h1 : i.val = j.val
  · obtain rfl : i = j := Fin.ext h1
    simp [chain]
  have n1 : ¬ j.val = i.val := fun h => h1 h.symm
  by_cases h2 : j.val = i.val + 1
  · have n2 : ¬ i.val = j.val + 1 := by omega
    simp only [chain, Matrix.of_apply, if_neg h1, if_neg n1, if_neg n2, if_pos h2]
    rw [Complex.star_def, map_mul, Complex.conj_ofReal, ← Complex.exp_conj, map_neg, map_mul,
      Complex.conj_ofReal, Complex.conj_I, mul_neg, neg_neg]
  by_cases h3 : i.val = j.val + 1
  · simp only [chain, Matrix.of_apply, if_neg h1, if_neg n1, if_neg h2, if_pos h3]
    rw [Complex.star_def, map_mul, Complex.conj_ofReal, ← Complex.exp_conj, map_mul,
      Complex.conj_ofReal, Complex.conj_I, mul_neg]
  · simp only [chain, Matrix.of_apply, if_neg h1, if_neg n1, if_neg h2, if_neg h3, star_zero]
```

## (b) Crossing one bond

Show that

s_{j+1} = s_j exp(I a_j).

**Solution.** The sum in s_{j+1} has one more term, a_j, and the exponential of a sum is a product. `Finset.sum_range_succ` splits off that term.

```lean
/-- Crossing one more bond multiplies the collected phase factor by that of the bond. -/
theorem sitePhase_succ (a : ℕ → ℝ) (j : ℕ) :
    sitePhase a (j + 1) = sitePhase a j * Complex.exp ((a j : ℂ) * Complex.I) := by
  unfold sitePhase
  rw [Finset.sum_range_succ, ← Complex.exp_add]
  congr 1
  push_cast
  ring
```

## (c) Unitarity of U

Show that

U†U = 1.

**Solution.** U is diagonal, so it is enough that conj(s_j) s_j = 1. With θ for the real collected phase, this is exp(−Iθ) exp(Iθ) = 1. The inner statement `h` is this identity, and the remaining lines put it on the diagonal.

```lean
/-- The gauge transformation is unitary. -/
theorem gauge_unitary (N : ℕ) (a : ℕ → ℝ) : (gauge N a)ᴴ * gauge N a = 1 := by
  have h : ∀ j, star (sitePhase a j) * sitePhase a j = 1 := by
    intro j
    unfold sitePhase
    rw [Complex.star_def, ← Complex.exp_conj, ← Complex.exp_add, map_mul, Complex.conj_ofReal,
      Complex.conj_I, mul_neg, neg_add_cancel, Complex.exp_zero]
  rw [gauge, Matrix.diagonal_conjTranspose, Matrix.diagonal_mul_diagonal, ← Matrix.diagonal_one]
  congr 1
  funext j
  exact h j.val
```

## (d) Removing the phases

Show that

H(a) = U† H(0) U.

**Solution.** First compare the entries of U H(a) and H(0) U, which are s_i H(a)[i, j] and H(0)[i, j] s_j.

- For i = j, both are e_i s_i.
- For j = i + 1, part (b) gives s_i t_i exp(I a_i) = t_i s_{i+1}.
- For i = j + 1, part (b) gives s_{j+1} t_j exp(−I a_j) = s_j t_j.
- Otherwise both are zero.

Hence U H(a) = H(0) U, and multiplying by U† from the left gives the claim by (c). In Lean the intermediate equation is `key`, and `split_ifs` produces the four cases.

```lean
/-- The chain with bond phases is the gauge transform of the chain without them. -/
theorem chain_eq_gauge (N : ℕ) (e t a : ℕ → ℝ) :
    chain N e t a = (gauge N a)ᴴ * (chain N e t 0 * gauge N a) := by
  have key : gauge N a * chain N e t a = chain N e t 0 * gauge N a := by
    ext i j
    rw [gauge, Matrix.diagonal_mul, Matrix.mul_diagonal]
    simp only [chain, Matrix.of_apply, Pi.zero_apply, Complex.ofReal_zero, zero_mul, neg_zero,
      Complex.exp_zero, mul_one]
    split_ifs with h1 h2 h3
    · rw [h1]
      ring
    · -- a step to the right picks up the bond phase
      rw [h2, sitePhase_succ]
      ring
    · -- a step to the left gives it back
      have h : Complex.exp ((a j.val : ℂ) * Complex.I)
          * Complex.exp (-((a j.val : ℂ) * Complex.I)) = 1 := by
        rw [← Complex.exp_add, add_neg_cancel, Complex.exp_zero]
      rw [h3, sitePhase_succ]
      linear_combination (sitePhase a j.val * (t j.val : ℂ)) * h
    · ring
  rw [← key, ← mul_assoc, gauge_unitary, one_mul]
```

## (e) The characteristic polynomial

Show that

det(x − H(a)) = det(x − H(0)).

**Solution.** U is square, so (c) also gives UU† = 1. Therefore

det(x − U†H(0)U) = det(U†(x − H(0))U) = det(U†) det(x − H(0)) det(U) = det(x − H(0)).

Lean reaches the same end by `Matrix.charpoly_mul_comm`, which moves U† to the right of H(0)U, where it cancels U.

```lean
/-- The characteristic polynomial of an open chain does not depend on the bond phases. -/
theorem charpoly_chain (N : ℕ) (e t a : ℕ → ℝ) :
    (chain N e t a).charpoly = (chain N e t 0).charpoly := by
  have hU : gauge N a * (gauge N a)ᴴ = 1 := mul_eq_one_comm.mp (gauge_unitary N a)
  rw [chain_eq_gauge N e t a, Matrix.charpoly_mul_comm, mul_assoc, hU, mul_one]
```

## (f) Eigenvectors

Let H(0)v = Ev. Show that

H(a)(U†v) = E(U†v) and |(U†v)_j| = |v_j| for every j.

**Solution.** By (d) and UU† = 1,

H(a)U†v = U†H(0)UU†v = U†H(0)v = E U†v.

The component (U†v)_j is conj(s_j) v_j, and |s_j| = 1. A normalised v thus stays normalised, with the same site populations. The two halves of the Lean proof are these two computations.

```lean
/-- The inverse gauge transformation turns an eigenvector of the phase-free chain into one of the
chain with phases, with the same energy and the same modulus on every site. -/
theorem eigenvector_chain (N : ℕ) (e t a : ℕ → ℝ) (E : ℂ) (v : Fin N → ℂ)
    (hv : chain N e t 0 *ᵥ v = E • v) :
    chain N e t a *ᵥ ((gauge N a)ᴴ *ᵥ v) = E • ((gauge N a)ᴴ *ᵥ v) ∧
      ∀ j, ‖((gauge N a)ᴴ *ᵥ v) j‖ = ‖v j‖ := by
  have hU : gauge N a * (gauge N a)ᴴ = 1 := mul_eq_one_comm.mp (gauge_unitary N a)
  constructor
  · rw [chain_eq_gauge N e t a, Matrix.mulVec_mulVec, mul_assoc, mul_assoc, hU, mul_one,
      ← Matrix.mulVec_mulVec, hv, Matrix.mulVec_smul]
  · intro j
    simp only [gauge, Matrix.diagonal_conjTranspose, Matrix.mulVec_diagonal, norm_mul,
      Pi.star_apply, norm_star, sitePhase, Complex.norm_exp_ofReal_mul_I, one_mul]
```

## (g) Uniqueness of the shielding

Let σ and τ both be shieldings of the same W. Show that

σ = τ.

**Solution.** Let g(B) and k(B) be the two first derivatives in m at m = 0. A derivative is unique, so g(B) = k(B) for every B. Then σ and τ are derivatives of one function at B = 0, and they agree. `hgk` is the equality of g and k.

```lean
/-- An energy function has at most one shielding value. -/
theorem HasShielding.unique {W : ℝ → ℝ → ℝ} {σ τ : ℝ} (h : HasShielding W σ)
    (h' : HasShielding W τ) : σ = τ := by
  obtain ⟨g, hg, hσ⟩ := h
  obtain ⟨k, hk, hτ⟩ := h'
  have hgk : g = k := funext fun B => (hg B).unique (hk B)
  rw [← hgk] at hτ
  exact hσ.unique hτ
```

## (h) The shielding of the chain

Let the phases depend on B and m in any way, with e and t fixed. Show that for W(B, m), the pi energy of H(a(B, m)),

∂²W/∂B∂m = 0 at B = m = 0.

**Solution.** W depends on the Hamiltonian only through its characteristic polynomial, so by (e) it equals the pi energy of H(0) for all B and m. Its derivative in m is g(B) = 0, and the derivative of g is 0. The Lean proof supplies this g, and `h` states that the energy is constant. The phases needn't even be continuous in B and m; linear London phases are a special case.

In this non-interacting nearest-neighbour model, cutting the ring therefore removes the ring-current shielding. Shielding from the sigma electrons or from currents within an atom is not in the model.

```lean
/-- The London-Hückel shielding of an open chain is zero, for any number of doubly occupied levels
and any dependence of the bond phases on the external field and the nuclear moment. -/
theorem shielding_chain (N n : ℕ) (e t : ℕ → ℝ) (a : ℝ → ℝ → ℕ → ℝ) :
    HasShielding (fun B m => piEnergy n (chain N e t (a B m))) 0 := by
  refine ⟨fun _ => 0, fun B => ?_, hasDerivAt_const _ _⟩
  -- the pi energy is a function of the characteristic polynomial alone
  have h : (fun m => piEnergy n (chain N e t (a B m)))
      = fun _ => piEnergy n (chain N e t 0) := by
    funext m
    unfold piEnergy
    rw [charpoly_chain N e t (a B m)]
  show HasDerivAt (fun m => piEnergy n (chain N e t (a B m))) 0 0
  rw [h]
  exact hasDerivAt_const _ _

end

end OpenChainShielding
```

```lean
#print axioms OpenChainShielding.chain_isHermitian
#print axioms OpenChainShielding.eigenvector_chain
#print axioms OpenChainShielding.shielding_chain
```

```
'OpenChainShielding.chain_isHermitian' depends on axioms: [propext, Classical.choice, Quot.sound]
'OpenChainShielding.eigenvector_chain' depends on axioms: [propext, Classical.choice, Quot.sound]
'OpenChainShielding.shielding_chain' depends on axioms: [propext, Classical.choice, Quot.sound]
```

## A closed ring of three sites

Add a bond from site 2 back to site 0, with all e_j = 0, equal hoppings t ≠ 0 and total phase φ round the ring. Ordinary algebra, not part of the Lean file, gives

det(x − H) = x³ − 3t²x − 2t³ cos φ,

which depends on φ. Part (e) thus fails if the chain may be closed.

The ring also shows the effect of another definition of shielding. Take t < 0, n = 1 and φ = αB + βm with α and β nonzero. Near φ = 0 the energy is 4t cos(φ/3), with mixed derivative −4tαβ/9. At αB = π, however, the two lowest levels cross and W has a kink in m, so `HasShielding`, which asks for a derivative at every B, assigns the ring no value. Asking for it only at B near 0 would give the ring the value above and leave the chain's zero unchanged.
